# Strictly correlated electrons in the two-electron Lorentzian density: interaction energy 1/π and the minimum of the pair energy

## Density, co-motion function and potential

Two electrons live on the real line and repel each other with the bare Coulomb energy \(1/|x-y|\), in atomic units. Their density is

\[
n(x)=\frac{2}{\pi}\,\frac{1}{1+x^2},\qquad N(x)=\int_{-\infty}^{x} n(t)\,dt ,
\]

where \(N(x)\) is the expected number of electrons to the left of \(x\). The co-motion function is \(f(x)=-1/x\) for \(x\neq 0\): when one electron is at \(x\), the other is at \(f(x)\). The potential is even, \(v(x)=p(|x|)\), with

\[
p(t)=\frac12\left(\frac{\pi}{2}-\arctan t+\frac{t}{1+t^2}\right).
\]

The sign convention is that an electron at \(x\) has the external potential energy \(-v(x)\). The classical energy of a pair is therefore

\[
E(x,y)=\frac{1}{|x-y|}-v(x)-v(y).
\]

## The strong-coupling picture

In the strong-coupling limit of density functional theory, the repulsion is minimised at fixed density and the kinetic energy plays no part. In one dimension, the position of one electron then fixes that of the other, with exactly one electron's worth of density between them. The potential \(-v\) must hold each such pair in equilibrium, so its force cancels the repulsion.

For two electrons in one dimension with this particular density, every ingredient of the strictly correlated functional has a closed form.

## What is proved

- `cumulative_eq`: \(N(x)=1+\frac{2}{\pi}\arctan x\) for every real \(x\).
- `cumulative_comotion`: \(N(f(x))=N(x)-1\) for \(x>0\), and \(N(x)+1\) for \(x<0\).
- `interaction_energy`: \(\frac12\int n(x)/|x-f(x)|\,dx=1/\pi\), over the whole line. The factor \(\frac12\) is there because \(n\) counts both electrons of the pair.
- `hasDerivAt_potential`: \(v'(x)=-(x-f)/|x-f|^3\) for \(x\neq0\), which is \(-1/(x-f)^2\) when \(x>0\).
- `potential_tendsto_zero`: \(v\to0\) at both ends of the line, which fixes its additive constant.
- `pairEnergy_minimum`: for \(x\neq y\), \(E(x,y)\ge-\pi/4\), with equality exactly when \(x\neq0\) and \(y=f(x)\).

In Lean, positions are real numbers, and `density`, `comotion`, `potential` and `pairEnergy` are \(n\), \(f\), \(v\) and \(E\). The function `profile` is \(p\), and `cumulative` is the actual integral over `Iic x`, the half line up to \(x\). `HasDerivAt` states that the derivative exists and gives its value. Lean sets division by zero to zero; this is harmless at the single point \(x=0\) of the energy integral, but at \(x=y=0\) it would give \(E=-\pi/2\), and the last theorem assumes \(x\ne y\).

The density and the co-motion function are given, not derived from a Hamiltonian, and the theorems contain no wave function and no minimisation over states. The last theorem does supply the key inequality for such a minimisation: averaging \(E\ge-\pi/4\) over any pair distribution with density \(n\) bounds its mean repulsion below by \(\int vn\,dx-\pi/4=1/\pi\), a consequence that the file leaves unstated.

## Number, energy and force

The arctangent integral gives

\[
N(x)=\frac2\pi\left(\arctan x+\frac\pi2\right)=1+\frac2\pi\arctan x .
\]

For \(x>0\), \(\arctan(-1/x)=\arctan x-\pi/2\), so \(N\) drops by one. For \(x<0\) the shift is \(+\pi/2\), and \(N\) rises by one.

The displacement is \(x-f(x)=x+1/x=(1+x^2)/x\), so \(|x-f|=(1+x^2)/|x|\). The energy integrand is even, and

\[
\frac12\int_{-\infty}^{\infty}\frac{n}{|x-f|}\,dx
=\frac12\cdot\frac2\pi\cdot2\int_0^\infty\frac{t\,dt}{(1+t^2)^2}
=\frac2\pi\left[-\frac{1}{2(1+t^2)}\right]_0^\infty=\frac1\pi .
\]

For the force,

\[
p'(t)=\frac12\left(-\frac1{1+t^2}+\frac{1-t^2}{(1+t^2)^2}\right)=-\frac{t^2}{(1+t^2)^2}.
\]

Hence \(v'(x)=-\operatorname{sgn}(x)\,x^2/(1+x^2)^2=-\operatorname{sgn}(x)/|x-f|^2\), which is \(-(x-f)/|x-f|^3\). At large \(t\), \(\arctan t\to\pi/2\) and \(0\le t/(1+t^2)\le1/t\), so \(v\) vanishes at both infinities.

## The minimum of the pair energy

Let \(a>0\). Since \(\arctan a+\arctan(1/a)=\pi/2\),

\[
p(a)+p(1/a)=\frac\pi4+\frac{a}{1+a^2}=\frac\pi4+\frac1{a+1/a}.
\]

Now put \(g(t)=1/(a+t)-p(t)\) for \(t\ge0\). Then

\[
g'(t)=-\frac1{(a+t)^2}+\frac{t^2}{(1+t^2)^2}
=\frac{(at-1)(at+1+2t^2)}{(a+t)^2(1+t^2)^2}.
\]

So \(g\) decreases strictly up to \(t=1/a\) and increases strictly afterwards. Its minimum is \(g(1/a)=p(a)-\pi/4\), by the previous identity. For every other \(t\ge0\),

\[
\frac1{a+t}-p(a)-p(t)>-\frac\pi4 .
\]

Take \(x\ne y\). At least one position is nonzero, and its distance from the origin serves as \(a\); the other distance is \(t\). The triangle inequality \(|x-y|\le|x|+|y|\) gives \(1/|x-y|\ge1/(|x|+|y|)\). There are three cases:

- If \(|x||y|\ne1\), the strict inequality above gives \(E>-\pi/4\).
- If \(xy=1\), the electrons are on the same side, the triangle inequality is strict, and again \(E>-\pi/4\).
- If \(xy=-1\), then \(y=f(x)\), the triangle inequality is an equality, and \(E=-\pi/4\).

## One pair in numbers

Put one electron at \(x=1\). Its partner is at \(-1\), at distance 2, and \(N(1)=3/2\), \(N(-1)=1/2\) differ by one. The potential is \(v(\pm1)=\pi/8+1/4\approx0.643\), so

\[
E(1,-1)=\frac12-2\left(\frac\pi8+\frac14\right)=-\frac\pi4\approx-0.785 .
\]

Moving the partner to \(-2\) gives \(v(-2)\approx0.432\) and \(E(1,-2)\approx0.333-0.643-0.432\approx-0.741\), which is higher.

## The same steps on a grid

A one-dimensional code for strictly correlated electrons can accumulate \(N\) by quadrature, invert it to find \(f\), and integrate \(v'\) inwards from large distance. If the code uses the bare repulsion \(1/|x-y|\), not a softened one, this density gives a closed-form reference for each stage. Its slow tail needs care: on a grid ending at \(\pm L\), points with \(|x|<1/L\) have their partner off the grid. Also \(v(L)\approx1/L\), so starting the integration from zero there shifts the whole potential by about that amount.

## The Lean file

```lean
import Mathlib

open Real Set Filter Topology MeasureTheory

namespace LorentzianStrongCoupling

noncomputable section

/-- The Lorentzian density of two electrons on a line. -/
def density (x : ℝ) : ℝ := 2 / π * (1 + x ^ 2)⁻¹

/-- The expected number of electrons to the left of `x`. -/
def cumulative (x : ℝ) : ℝ := ∫ t in Iic x, density t

/-- The co-motion function, for `x ≠ 0`: the position of the second electron when the first
is at `x`. -/
def comotion (x : ℝ) : ℝ := -1 / x

/-- The potential as a function of the distance `t ≥ 0` from the origin. -/
def profile (t : ℝ) : ℝ := (π / 2 - Real.arctan t + t / (1 + t ^ 2)) / 2

/-- The even one-body potential on the whole line. -/
def potential (x : ℝ) : ℝ := profile |x|

/-- The classical energy of two electrons at `x ≠ y`: their Coulomb repulsion minus the
potential at each position. -/
def pairEnergy (x y : ℝ) : ℝ := 1 / |x - y| - potential x - potential y

/-- The cumulative electron number of the Lorentzian density is `1 + (2/π) arctan x`. -/
theorem cumulative_eq (x : ℝ) : cumulative x = 1 + 2 / π * Real.arctan x := by
  have hpi := Real.pi_ne_zero
  simp only [cumulative, density, integral_const_mul, integral_Iic_inv_one_add_sq]
  field_simp
  ring

/-- The co-motion function shifts the cumulative number by one electron: down for `x > 0`,
up for `x < 0`. -/
theorem cumulative_comotion (x : ℝ) :
    (0 < x → cumulative (comotion x) = cumulative x - 1) ∧
    (x < 0 → cumulative (comotion x) = cumulative x + 1) := by
  have hpi := Real.pi_ne_zero
  have hf : comotion x = -x⁻¹ := by unfold comotion; ring
  constructor <;> intro hx
  · rw [cumulative_eq, cumulative_eq, hf, Real.arctan_neg, Real.arctan_inv_of_pos hx]
    field_simp
    ring
  · rw [cumulative_eq, cumulative_eq, hf, Real.arctan_neg, Real.arctan_inv_of_neg hx]
    field_simp
    ring

/-- For `x ≠ 0` the displacement between the electrons is `(1 + x²)/x`, and their distance
is `(1 + x²)/|x|`. -/
theorem separation {x : ℝ} (hx : x ≠ 0) :
    x - comotion x = (1 + x ^ 2) / x ∧ |x - comotion x| = (1 + x ^ 2) / |x| := by
  have h : x - comotion x = (1 + x ^ 2) / x := by
    unfold comotion
    field_simp
    ring
  refine ⟨h, ?_⟩
  rw [h, abs_div, abs_of_pos (show (0 : ℝ) < 1 + x ^ 2 by positivity)]

/-- The Coulomb repulsion along the co-motion function, averaged over the density with the
factor one half, is `1/π`. -/
theorem interaction_energy :
    (1 / 2) * ∫ x, density x / |x - comotion x| = 1 / π := by
  have h : (fun x => density x / |x - comotion x|) =
      fun x => 2 / π * (|x| / (1 + |x| ^ 2) ^ 2) := by
    funext x
    by_cases hx : x = 0
    · subst hx
      simp [comotion]
    · have hp : |x| ≠ 0 := abs_ne_zero.2 hx
      rw [(separation hx).2, density, sq_abs]
      field_simp
  -- the integrand is even, so the half line suffices
  have hA : ∫ x : ℝ, |x| / (1 + |x| ^ 2) ^ 2 = 2 * ∫ t in Ioi (0 : ℝ), t / (1 + t ^ 2) ^ 2 :=
    integral_comp_abs (f := fun t : ℝ => t / (1 + t ^ 2) ^ 2)
  have hd : ∀ t ∈ Ici (0 : ℝ),
      HasDerivAt (fun s : ℝ => (-1 / 2) / (1 + s ^ 2)) (t / (1 + t ^ 2) ^ 2) t := by
    intro t _
    have h2 : HasDerivAt (fun s : ℝ => 1 + s ^ 2) (2 * t) t := by
      simpa using (hasDerivAt_pow 2 t).const_add 1
    exact ((hasDerivAt_const t (-1 / 2 : ℝ)).fun_div h2 (by positivity)).congr_deriv (by ring)
  have hl : Tendsto (fun s : ℝ => (-1 / 2) / (1 + s ^ 2)) atTop (𝓝 0) :=
    (tendsto_atTop_add_const_left atTop 1 (tendsto_pow_atTop two_ne_zero)).const_div_atTop _
  have hI : ∫ t in Ioi (0 : ℝ), t / (1 + t ^ 2) ^ 2 = 1 / 2 := by
    rw [integral_Ioi_of_hasDerivAt_of_nonneg' hd
      (fun t ht => div_nonneg (le_of_lt ht) (by positivity)) hl]
    norm_num
  rw [h, integral_const_mul, hA, hI]
  ring

/-- The slope of the potential profile is `-t²/(1 + t²)²`. -/
theorem hasDerivAt_profile (t : ℝ) :
    HasDerivAt profile (-(t ^ 2 / (1 + t ^ 2) ^ 2)) t := by
  have hne : 1 + t ^ 2 ≠ 0 := by positivity
  have h2 : HasDerivAt (fun s : ℝ => 1 + s ^ 2) (2 * t) t := by
    simpa using (hasDerivAt_pow 2 t).const_add 1
  have h := (((Real.hasDerivAt_arctan t).const_sub (π / 2)).fun_add
    ((hasDerivAt_id' t).fun_div h2 hne)).div_const 2
  refine h.congr_deriv ?_
  field_simp
  ring

/-- For `x ≠ 0` the slope of the potential is minus the Coulomb force exerted on an electron at
`x` by the one at `f(x)`; for `x > 0` this is `-1/(x - f(x))²`. -/
theorem hasDerivAt_potential {x : ℝ} (hx : x ≠ 0) :
    HasDerivAt potential (-(x - comotion x) / |x - comotion x| ^ 3) x := by
  have h := HasDerivAt.comp x (hasDerivAt_profile |x|) (hasDerivAt_abs hx)
  refine h.congr_deriv ?_
  rw [(separation hx).2, (separation hx).1]
  rcases lt_or_gt_of_ne hx with hn | hp
  · have hs : ((SignType.sign x : SignType) : ℝ) = -1 := by simp [sign_neg hn]
    rw [hs, abs_of_neg hn, neg_sq]
    field_simp
  · have hs : ((SignType.sign x : SignType) : ℝ) = 1 := by simp [sign_pos hp]
    rw [hs, abs_of_pos hp]
    field_simp

/-- The potential vanishes at both ends of the line. -/
theorem potential_tendsto_zero :
    Tendsto potential atTop (𝓝 0) ∧ Tendsto potential atBot (𝓝 0) := by
  have h1 : Tendsto Real.arctan atTop (𝓝 (π / 2)) :=
    Real.tendsto_arctan_atTop.mono_right nhdsWithin_le_nhds
  have h2 : Tendsto (fun t : ℝ => t / (1 + t ^ 2)) atTop (𝓝 0) := by
    refine squeeze_zero' ?_ ?_ tendsto_inv_atTop_zero
    · filter_upwards [eventually_gt_atTop (0 : ℝ)] with t ht
      positivity
    · filter_upwards [eventually_gt_atTop (0 : ℝ)] with t ht
      rw [← one_div, div_le_div_iff₀ (by positivity) ht]
      nlinarith
  have h := ((h1.const_sub (π / 2)).add h2).div_const 2
  rw [show (π / 2 - π / 2 + 0) / 2 = (0 : ℝ) by ring] at h
  have hp : Tendsto profile atTop (𝓝 0) := h
  exact ⟨hp.comp tendsto_abs_atTop_atTop, hp.comp tendsto_abs_atBot_atTop⟩

/-- At reciprocal distances `a > 0` and `1/a` from the origin, the two potentials add up to
the repulsion across the origin plus `π/4`. -/
theorem profile_add_inv {a : ℝ} (ha : 0 < a) :
    profile a + profile a⁻¹ - π / 4 = 1 / (a + a⁻¹) := by
  have h1 : a * a⁻¹ = 1 := mul_inv_cancel₀ ha.ne'
  have h : a⁻¹ / (1 + a⁻¹ ^ 2) = a / (1 + a ^ 2) := by
    rw [div_eq_div_iff (by positivity) (by positivity)]
    linear_combination (a - a⁻¹) * h1
  have h' : 1 / (a + a⁻¹) = a / (1 + a ^ 2) := by
    rw [div_eq_div_iff (by positivity) (by positivity)]
    linear_combination -h1
  rw [h', profile, profile, h, Real.arctan_inv_of_pos ha]
  ring

/-- At distances `a > 0` and `t ≥ 0` that are not reciprocal, the two potentials add up to
strictly less than the repulsion across the origin plus `π/4`. -/
theorem profile_add_lt {a t : ℝ} (ha : 0 < a) (ht : 0 ≤ t) (hat : a * t ≠ 1) :
    profile a + profile t - π / 4 < 1 / (a + t) := by
  let g : ℝ → ℝ := fun s => 1 / (a + s) - profile s
  have hd : ∀ s, 0 ≤ s → HasDerivAt g
      ((a * s - 1) * (a * s + 1 + 2 * s ^ 2) / ((a + s) ^ 2 * (1 + s ^ 2) ^ 2)) s := by
    intro s hs
    have hne : a + s ≠ 0 := by positivity
    have h := ((hasDerivAt_const s (1 : ℝ)).fun_div
      ((hasDerivAt_id' s).const_add a) hne).fun_sub (hasDerivAt_profile s)
    refine h.congr_deriv ?_
    field_simp
    ring
  have hc : ContinuousOn g (Ici 0) :=
    fun s hs => (hd s hs).continuousAt.continuousWithinAt
  have hi : 0 < a⁻¹ := inv_pos.2 ha
  have hta : t ≠ a⁻¹ := fun h => hat (by rw [h, mul_inv_cancel₀ ha.ne'])
  -- g decreases up to 1/a and increases afterwards
  have key : g a⁻¹ < g t := by
    rcases lt_or_gt_of_ne hta with h | h
    · refine strictAntiOn_of_deriv_neg (convex_Icc 0 a⁻¹) (hc.mono Icc_subset_Ici_self)
        (fun s hs => ?_) ⟨ht, h.le⟩ ⟨hi.le, le_rfl⟩ h
      rw [interior_Icc] at hs
      have hs0 : 0 < s := hs.1
      have h1 := mul_lt_mul_of_pos_left hs.2 ha
      rw [mul_inv_cancel₀ ha.ne'] at h1
      rw [(hd s hs0.le).deriv]
      exact div_neg_of_neg_of_pos (mul_neg_of_neg_of_pos (by linarith) (by positivity))
        (by positivity)
    · refine strictMonoOn_of_deriv_pos (convex_Ici a⁻¹) (hc.mono (Ici_subset_Ici.2 hi.le))
        (fun s hs => ?_) (mem_Ici.2 le_rfl) (mem_Ici.2 h.le) h
      rw [interior_Ici] at hs
      have hs0 : 0 < s := hi.trans hs
      have h1 := mul_lt_mul_of_pos_left (mem_Ioi.1 hs) ha
      rw [mul_inv_cancel₀ ha.ne'] at h1
      rw [(hd s hs0.le).deriv]
      exact div_pos (mul_pos (by linarith) (by positivity)) (by positivity)
  have he := profile_add_inv ha
  dsimp only [g] at key
  linarith

/-- The classical energy of two electrons at distinct positions is at least `-π/4`, with
equality exactly when `x ≠ 0` and the second electron sits at `f(x)`. -/
theorem pairEnergy_minimum {x y : ℝ} (hxy : x ≠ y) :
    -(π / 4) ≤ pairEnergy x y ∧
    (pairEnergy x y = -(π / 4) ↔ x ≠ 0 ∧ y = comotion x) := by
  by_cases h : x ≠ 0 ∧ y = comotion x
  · have hp : 0 < |x| := abs_pos.2 h.1
    have hf : |comotion x| = |x|⁻¹ := by
      rw [comotion, abs_div, abs_neg, abs_one, one_div]
    have hsep : |x - comotion x| = |x| + |x|⁻¹ := by
      rw [(separation h.1).2, ← sq_abs x, div_eq_iff hp.ne']
      linear_combination -(mul_inv_cancel₀ hp.ne')
    have e : pairEnergy x y = -(π / 4) := by
      rw [h.2, pairEnergy, potential, potential, hf, hsep]
      linarith [profile_add_inv hp]
    exact ⟨e.ge, fun _ => h, fun _ => e⟩
  · have hpos : 0 < |x - y| := abs_pos.2 (sub_ne_zero.2 hxy)
    have htri : |x - y| ≤ |x| + |y| := by
      simpa only [Real.norm_eq_abs] using norm_sub_le x y
    have hle := one_div_le_one_div_of_le hpos htri
    have s : -(π / 4) < pairEnergy x y := by
      unfold pairEnergy potential
      by_cases hprod : |x| * |y| = 1
      · -- reciprocal distances on the same side: the triangle inequality is strict
        have hx : x ≠ 0 := by
          rintro rfl
          simp at hprod
        have he := profile_add_inv (abs_pos.2 hx)
        rw [← eq_inv_of_mul_eq_one_right hprod] at he
        have habs : |x * y| = 1 := by rw [abs_mul]; exact hprod
        rcases (abs_eq zero_le_one).1 habs with h1 | h1
        · have hlt : |x - y| < |x| + |y| :=
            abs_lt_of_sq_lt_sq (by nlinarith [sq_abs x, sq_abs y]) (by positivity)
          linarith [one_div_lt_one_div_of_lt hpos hlt]
        · refine absurd ⟨hx, ?_⟩ h
          rw [comotion, eq_div_iff hx]
          linarith
      · rcases eq_or_ne x 0 with hx | hx
        · have hy : y ≠ 0 := fun hy => hxy (hx.trans hy.symm)
          have h1 := profile_add_lt (abs_pos.2 hy) (abs_nonneg x) (by rwa [mul_comm])
          rw [add_comm |y| |x|] at h1
          linarith
        · linarith [profile_add_lt (abs_pos.2 hx) (abs_nonneg y) hprod]
    exact ⟨s.le, fun e => absurd e s.ne', fun k => absurd k h⟩

end

end LorentzianStrongCoupling
```

```lean
#print axioms LorentzianStrongCoupling.interaction_energy
-- 'LorentzianStrongCoupling.interaction_energy' depends on axioms: [propext, Classical.choice, Quot.sound]
#print axioms LorentzianStrongCoupling.hasDerivAt_potential
-- 'LorentzianStrongCoupling.hasDerivAt_potential' depends on axioms: [propext, Classical.choice, Quot.sound]
#print axioms LorentzianStrongCoupling.potential_tendsto_zero
-- 'LorentzianStrongCoupling.potential_tendsto_zero' depends on axioms: [propext, Classical.choice, Quot.sound]
#print axioms LorentzianStrongCoupling.pairEnergy_minimum
-- 'LorentzianStrongCoupling.pairEnergy_minimum' depends on axioms: [propext, Classical.choice, Quot.sound]
```

## How the lemmas fit together

`cumulative_eq` uses Mathlib's value of the arctangent integral, and `cumulative_comotion` adds the reciprocal formulas for the arctangent, one for each sign of \(x\). `separation` supplies the displacement and the distance.

In `interaction_energy`, `h` rewrites the integrand in terms of \(|x|\), and `hA` uses evenness to reduce the integral to the half line. Then `hd` differentiates the primitive \(-1/(2(1+t^2))\), `hl` gives its limit at infinity, and `hI` combines them into the value \(1/2\).

`hasDerivAt_profile` computes \(p'\). `hasDerivAt_potential` applies the chain rule through \(|x|\) and treats the two signs separately. `potential_tendsto_zero` squeezes \(t/(1+t^2)\) between 0 and \(1/t\).

`profile_add_inv` is the identity at reciprocal distances. `profile_add_lt` is the strict inequality elsewhere: its `hd` is the factorised \(g'\), and `key` compares \(g(t)\) with \(g(1/a)\). It uses `strictAntiOn_of_deriv_neg` to the left of \(1/a\) and `strictMonoOn_of_deriv_pos` to the right.

`pairEnergy_minimum` splits on whether \(x\ne0\) and \(y=f(x)\). If so, `e` shows that the energy equals \(-\pi/4\). If not, `s` shows that it is strictly larger, so the two branches together give both the bound and the equality condition. Within the second branch, the case \(xy=1\) is settled by comparing squares: \((|x|+|y|)^2\) exceeds \((x-y)^2\) by 4. The case \(xy=-1\) contradicts the assumption of the branch. When \(x=0\), the two electrons exchange roles before `profile_add_lt` is applied.
